# With line weights 4ab and a² + b², the Doppler-free two-photon peak has at most twice the area of its pedestal

Two counter-propagating laser beams of the same frequency, with intensities a > 0 and b ≥ 0, drive a two-photon transition in a gas. Let the Doppler-free peak be a Lorentzian of unit area multiplied by the weight 4ab, and the Doppler pedestal a Gaussian of unit area multiplied by the weight a² + b². Then the ratio R of their areas is

R = 4ab/(a² + b²) ≤ 2,

and R = 2 exactly when a = b. The widths of the two lines do not enter.

## The weights 4ab and a² + b²

An atom can take both photons from the first beam, both from the second, or one from each. With field amplitudes √a and √b, the first two processes have transition amplitudes proportional to a and b, and hence rates proportional to a² and b². The third can happen in two orders, whose amplitudes add to 2√(ab), so its rate is proportional to 4ab.

These weights are the physical input. They stand for weak, unsaturated excitation with equal polarisations, in which no selection rule favours one process over another and interference between the three processes averages out over the positions of the atoms.

Let x be the detuning of the summed photon energy from resonance, in frequency units. For an atom moving along the beams, the two first-order Doppler shifts cancel if one photon comes from each beam. All atoms then contribute to a single line at x = 0, whose half-width at half maximum is G > 0:

P(x) = 4ab L(x), L(x) = (G/π)/(x² + G²).

If both photons come from the same beam, the shifts add. The line lies at x = u for the first beam and at x = −u for the second, where u depends on the velocity. A velocity class therefore contributes

a² L(x − u) + b² L(x + u).

Displacing a line does not change its area, so each class has area a² + b² once L is known to have unit area, and averaging over velocities preserves this value. When the thermal spread s > 0 of u is much larger than G, the averaged profile is close to a Gaussian of standard deviation s:

B(x) = (a² + b²) D(x), D(x) = exp(−x²/(2s²))/(s√(2π)).

## Areas, ratio and line-centre heights

For the Lorentzian, put x = Gy, so that dx = G dy:

∫ L(x) dx = (1/π) ∫ dy/(1 + y²) = (1/π)(π/2 + π/2) = 1.

For the Gaussian, let c = 1/(2s²) and I = ∫ exp(−cx²) dx. In polar coordinates,

I² = 2π ∫₀^∞ ρ exp(−cρ²) dρ = π/c = 2πs².

Hence I = s√(2π), which is the denominator of D, and D has unit area. The areas of P and B are therefore 4ab and a² + b², and their quotient is R. Its distance from 2 is

2 − R = (2a² + 2b² − 4ab)/(a² + b²) = 2(a − b)²/(a² + b²).

The right-hand side is never negative and vanishes only for a = b, which gives both the bound and the case of equality.

If the second beam is the first one sent back by a mirror of intensity reflectivity r, then b = ra, and a² cancels:

R = 4ra²/(a² + r²a²) = 4r/(1 + r²).

Heights, unlike areas, depend on the widths. At x = 0,

P(0) = 4ab/(πG), B(0) = (a² + b²)/(s√(2π)).

Multiplying B(0) < P(0) by the two positive denominators gives

(a² + b²) πG < 4ab s√(2π).

As an example, take a = 2 and b = 1 in some common unit, with G = 1 MHz and s = 100 MHz. The areas are 8 and 5, so R = 1.6. The formula for the shortfall gives 2·1²/5 = 0.4, as it should, and the mirror formula with r = 1/2 gives 2/1.25 = 1.6 again. The heights are P(0) = 8/π ≈ 2.55 and B(0) = 5/(100√(2π)) ≈ 0.0199 per MHz. The peak is thus about 128 times as high as the pedestal, although its area is only 1.6 times as large.

For a simulated spectrum built from this weak-field model of two lines, the area ratio offers a check on the relative normalisation that needs no knowledge of the widths.

## The two line shapes in Lean

Detunings, widths and intensities are all real numbers. Conditions such as G > 0 appear as hypotheses of the theorems, not in the definitions.

```lean
import Mathlib

open MeasureTheory Real

namespace DopplerFreeTwoPhoton

noncomputable section
```

The function L is `lorentzian G`. The parameter `G` is the half-width at half maximum, measured on the same two-photon detuning axis as `x`.

```lean
/-- Lorentzian line of half-width `G > 0` at detuning `x`. -/
def lorentzian (G x : ℝ) : ℝ := (G / π) / (x ^ 2 + G ^ 2)
```

The function D is `dopplerProfile s`, where `s` is a standard deviation and not a half-width.

```lean
/-- Gaussian Doppler profile of standard deviation `s > 0` at detuning `x`. -/
def dopplerProfile (s x : ℝ) : ℝ := exp (-x ^ 2 / (2 * s ^ 2)) / (s * √(2 * π))
```

The two signals P and B carry the weights discussed above. These weights are written into the definitions and are not derived from an atomic Hamiltonian. The pedestal is likewise Gaussian by definition, so the velocity average and its limit of small G/s belong to the physical argument for the model.

```lean
/-- Doppler-free peak, one photon taken from each of two opposed beams of intensities
`a` and `b`; the half-width is `G > 0`. -/
def peak (a b G x : ℝ) : ℝ := 4 * a * b * lorentzian G x

/-- Doppler pedestal, both photons taken from the same beam; the Doppler width is `s > 0`. -/
def pedestal (a b s x : ℝ) : ℝ := (a ^ 2 + b ^ 2) * dopplerProfile s x
```

The ratio R is defined as a quotient of two integrals over the whole real line. Its closed form therefore has to be proved. A measured scan covers a finite range and misses part of the wings, which this definition includes.

```lean
/-- Area of the peak divided by the area of the pedestal, for `G, s > 0` and intensities
`a`, `b` that are not both zero. -/
def areaRatio (a b G s : ℝ) : ℝ := (∫ x, peak a b G x) / (∫ x, pedestal a b s x)
```

## Unit areas and displaced lines

The first theorem states that a Lorentzian of positive width is integrable and has integral 1. The step `h` rewrites the line as a function of x/G, which is the substitution x = Gy. The step `key` applies the scaling rule for integrals together with Mathlib's value π for the integral of 1/(1 + y²). The prefactor 1/(πG) then cancels the result Gπ.

```lean
/-- A Lorentzian line of positive width is integrable and has unit area. -/
theorem lorentzian_area {G : ℝ} (hG : 0 < G) :
    Integrable (lorentzian G) ∧ ∫ x, lorentzian G x = 1 := by
  have hπ : π ≠ 0 := Real.pi_ne_zero
  -- measure the detuning in units of the half-width
  have h : lorentzian G = fun x => (1 / (π * G)) * (1 + (x / G) ^ 2)⁻¹ := by
    funext x
    unfold lorentzian
    have h1 : x ^ 2 + G ^ 2 ≠ 0 := by positivity
    have h2 : 1 + (x / G) ^ 2 = (x ^ 2 + G ^ 2) / G ^ 2 := by
      rw [div_pow, add_div, div_self (pow_ne_zero 2 hG.ne'), add_comm]
    rw [h2, inv_div]
    field_simp
  have key : ∫ x : ℝ, (1 + (x / G) ^ 2)⁻¹ = G * π :=
    (Measure.integral_comp_div (fun y : ℝ => (1 + y ^ 2)⁻¹) G).trans
      (by rw [integral_univ_inv_one_add_sq, abs_of_pos hG, smul_eq_mul])
  constructor
  · rw [h]
    exact (integrable_inv_one_add_sq.comp_div hG.ne').const_mul _
  · simp only [h]
    rw [integral_const_mul, key]
    field_simp
```

The Gaussian is treated in the same way. Mathlib's `integral_gaussian` supplies √(π/c), `hw` evaluates π/c as s²·2π, and the positivity of s allows √(s²) to be replaced by s.

```lean
/-- A Doppler profile of positive width is integrable and has unit area. -/
theorem dopplerProfile_area {s : ℝ} (hs : 0 < s) :
    Integrable (dopplerProfile s) ∧ ∫ x, dopplerProfile s x = 1 := by
  have h : dopplerProfile s =
      fun x => (1 / (s * √(2 * π))) * exp (-(1 / (2 * s ^ 2)) * x ^ 2) := by
    funext x
    unfold dopplerProfile
    have h1 : -x ^ 2 / (2 * s ^ 2) = -(1 / (2 * s ^ 2)) * x ^ 2 := by ring
    rw [h1]
    ring
  have hw : π / (1 / (2 * s ^ 2)) = s ^ 2 * (2 * π) := by
    simp only [one_div, div_inv_eq_mul]
    ring
  have hn : s * √(2 * π) ≠ 0 := by positivity
  constructor
  · rw [h]
    exact (integrable_exp_neg_mul_sq (by positivity)).const_mul _
  · simp only [h]
    rw [integral_const_mul, integral_gaussian, hw, Real.sqrt_mul (sq_nonneg s),
      Real.sqrt_sq hs.le]
    exact one_div_mul_cancel hn
```

The next theorem concerns one velocity class with Doppler shift `u`. The total area of its two same-beam lines is a² + b² for every real `u`. Integrability, proved above, permits the integral of the sum to be split into two. Translation invariance then removes the displacements `u` and `-u`.

```lean
/-- For atoms with two-photon Doppler shift `u`, the two same-beam Lorentzian lines of half-width
`G > 0` and weights `a²` and `b²`, displaced by `u` and `-u`, have total area `a² + b²` whatever the
value of `u`. -/
theorem velocityClass_area {G : ℝ} (hG : 0 < G) (a b u : ℝ) :
    ∫ x, (a ^ 2 * lorentzian G (x - u) + b ^ 2 * lorentzian G (x + u)) = a ^ 2 + b ^ 2 := by
  obtain ⟨hi, h1⟩ := lorentzian_area hG
  -- a displaced line keeps its area
  rw [integral_add ((hi.comp_sub_right u).const_mul _) ((hi.comp_add_right u).const_mul _),
    integral_const_mul, integral_const_mul, integral_sub_right_eq_self (lorentzian G) u,
    integral_add_right_eq_self (lorentzian G) u, h1, mul_one, mul_one]
```

For the full signals, the constant weights are taken out of the integrals and the unit areas are inserted. The identities hold for all real `a` and `b`.

```lean
/-- For positive widths the peak has area `4ab` and the pedestal has area `a² + b²`. -/
theorem signal_areas {G s : ℝ} (hG : 0 < G) (hs : 0 < s) (a b : ℝ) :
    ∫ x, peak a b G x = 4 * a * b ∧ ∫ x, pedestal a b s x = a ^ 2 + b ^ 2 := by
  constructor
  · simp only [peak]
    rw [integral_const_mul, (lorentzian_area hG).2, mul_one]
  · simp only [pedestal]
    rw [integral_const_mul, (dopplerProfile_area hs).2, mul_one]
```

## The bound and equal intensities

The shortfall from 2 is stated as an identity of its own. The hypothesis a > 0 ensures that a² + b² is not zero. After multiplication by this denominator, `ring` confirms the polynomial identity 2(a² + b²) − 4ab = 2(a − b)².

```lean
/-- For positive widths and `a > 0`, the area ratio falls short of 2 by
`2(a - b)² / (a² + b²)`. -/
theorem areaRatio_deficit {a G s : ℝ} (ha : 0 < a) (hG : 0 < G) (hs : 0 < s) (b : ℝ) :
    2 - areaRatio a b G s = 2 * (a - b) ^ 2 / (a ^ 2 + b ^ 2) := by
  have h : a ^ 2 + b ^ 2 ≠ 0 := by positivity
  unfold areaRatio
  rw [(signal_areas hG hs a b).1, (signal_areas hG hs a b).2, eq_div_iff h, sub_mul,
    div_mul_cancel₀ _ h]
  ring
```

The main theorem has three parts: the value of the ratio, the upper bound 2, and the equivalence between reaching 2 and having a = b. Only `a` and the two widths are required to be positive. The second beam may be blocked, b = 0, in which case the ratio is 0. The statement also admits negative `b`, which has no meaning as an intensity.

The bound follows from the shortfall identity, because a square divided by a positive number is not negative. For the equivalence, `div_eq_iff` turns R = 2 into 4ab = 2(a² + b²). Multiplying this equation by −1/2 and rearranging gives (a − b)² = 0, which is what `linear_combination` verifies, and so a = b. The converse is a substitution.

```lean
/-- For positive widths and `a > 0`, the areas of the Doppler-free peak and the Doppler
pedestal are in the ratio `4ab / (a² + b²)`. This is at most 2, with equality exactly
for equal beam intensities. -/
theorem peak_to_pedestal_area {a G s : ℝ} (ha : 0 < a) (hG : 0 < G) (hs : 0 < s) (b : ℝ) :
    areaRatio a b G s = 4 * a * b / (a ^ 2 + b ^ 2) ∧
      areaRatio a b G s ≤ 2 ∧ (areaRatio a b G s = 2 ↔ a = b) := by
  have h : a ^ 2 + b ^ 2 ≠ 0 := by positivity
  have hr : areaRatio a b G s = 4 * a * b / (a ^ 2 + b ^ 2) := by
    unfold areaRatio
    rw [(signal_areas hG hs a b).1, (signal_areas hG hs a b).2]
  refine ⟨hr, ?_, ?_⟩
  · -- the shortfall from 2 is a square over a positive number
    have hd := areaRatio_deficit ha hG hs b
    have hp : 0 ≤ 2 * (a - b) ^ 2 / (a ^ 2 + b ^ 2) := by positivity
    linarith
  · rw [hr, div_eq_iff h]
    constructor
    · intro he
      have hq : (a - b) ^ 2 = 0 := by linear_combination (-1 / 2) * he
      exact sub_eq_zero.mp ((pow_eq_zero_iff two_ne_zero).mp hq)
    · intro he
      rw [he]
      ring
```

## A reflected beam and the height at line centre

For a reflected beam, the main theorem is applied with `r * a` as the second intensity, and cross-multiplication reduces the claim to an identity in a and r. The theorem holds for every real `r`, while a passive mirror has 0 ≤ r ≤ 1. The single number r describes a loss of intensity only; a mismatch in size or overlap between the two beams would need a further parameter.

```lean
/-- If the second beam is the first one, of intensity `a > 0`, sent back with reflectivity
`r`, then for positive widths the area ratio is `4r / (1 + r²)`. -/
theorem areaRatio_retroreflected {a G s : ℝ} (ha : 0 < a) (hG : 0 < G) (hs : 0 < s) (r : ℝ) :
    areaRatio a (r * a) G s = 4 * r / (1 + r ^ 2) := by
  have h1 : a ^ 2 + (r * a) ^ 2 ≠ 0 := by positivity
  have h2 : 1 + r ^ 2 ≠ 0 := by positivity
  rw [(peak_to_pedestal_area ha hG hs (r * a)).1, div_eq_div_iff h1 h2]
  ring
```

The last theorem compares `peak` with `pedestal` at zero detuning. It concerns the two contributions separately, whereas a detector records their sum. The steps `hp` and `hq` compute the heights B(0) and P(0), and `div_lt_div_iff₀` cross-multiplies the inequality, which is allowed because both denominators are positive. The widths remain in the criterion. The Gaussian pedestal presupposes that G is much smaller than s, and in that range the peak is the higher of the two unless one beam is far weaker than the other.

```lean
/-- For positive widths, the peak is higher than the pedestal at line centre exactly when
`(a² + b²) π G < 4ab s √(2π)`. -/
theorem peak_higher_iff {G s : ℝ} (hG : 0 < G) (hs : 0 < s) (a b : ℝ) :
    pedestal a b s 0 < peak a b G 0 ↔
      (a ^ 2 + b ^ 2) * (π * G) < 4 * a * b * (s * √(2 * π)) := by
  have hπ : π ≠ 0 := Real.pi_ne_zero
  -- the two heights at zero detuning
  have hp : pedestal a b s 0 = (a ^ 2 + b ^ 2) / (s * √(2 * π)) := by
    unfold pedestal dopplerProfile
    rw [show -(0 : ℝ) ^ 2 / (2 * s ^ 2) = 0 by simp, Real.exp_zero]
    ring
  have hq : peak a b G 0 = 4 * a * b / (π * G) := by
    unfold peak lorentzian
    rw [show (0 : ℝ) ^ 2 + G ^ 2 = G ^ 2 by ring]
    field_simp
  rw [hp, hq, div_lt_div_iff₀ (by positivity) (by positivity)]

end

end DopplerFreeTwoPhoton
```

```lean
#print axioms DopplerFreeTwoPhoton.velocityClass_area
-- 'DopplerFreeTwoPhoton.velocityClass_area' depends on axioms: [propext, Classical.choice, Quot.sound]
#print axioms DopplerFreeTwoPhoton.peak_to_pedestal_area
-- 'DopplerFreeTwoPhoton.peak_to_pedestal_area' depends on axioms: [propext, Classical.choice, Quot.sound]
#print axioms DopplerFreeTwoPhoton.areaRatio_retroreflected
-- 'DopplerFreeTwoPhoton.areaRatio_retroreflected' depends on axioms: [propext, Classical.choice, Quot.sound]
#print axioms DopplerFreeTwoPhoton.peak_higher_iff
-- 'DopplerFreeTwoPhoton.peak_higher_iff' depends on axioms: [propext, Classical.choice, Quot.sound]
```
